# Coupling Leaves the Total Strength Unchanged in a Casida Model with Positive Gaps and Frequencies

A wrong factor in the transition vectors of a linear-response calculation can leave the excitation energies intact. The lines of the spectrum then sit where they should, their intensities are wrong, and the list of energies gives no sign of it. Two totals that can be computed without any eigenvectors can reveal such an error. For a finite Casida problem with real orbitals, positive orbital gaps and a positive definite Casida matrix, the strengths of all modes add up to a number that does not contain the coupling, and the same strengths divided by the squared frequencies add up to a static response. A calculation that finds only the lowest modes gives only part of each total. In time-dependent density functional theory this applies to a frequency-independent kernel that acts on the density alone, which excludes hybrid functionals with exact exchange.

## Gaps, coupling and modes

```lean
import Mathlib

open Matrix

namespace CasidaTransitionMoments

noncomputable section

variable {n : Type*} [Fintype n] [DecidableEq n]
```

The finite index type `n` labels the single-particle transitions $a$, each from an occupied to an empty orbital. A vector has type `n → ℝ`. The signs `*ᵥ`, `⬝ᵥ` and `•` stand for matrix times vector, scalar product and number times vector or matrix.

```lean
/-- The matrix `D + 2K` of orbital gaps `d` and coupling `K`. -/
def stiffness (d : n → ℝ) (K : Matrix n n ℝ) : Matrix n n ℝ :=
  diagonal d + (2 : ℝ) • K
```

The vector $d$ holds the orbital energy gaps, $D$ is the diagonal matrix with entries $d_a$, and $K$ is the coupling between transitions. This defines $D+2K$.

```lean
/-- The diagonal matrix `D^(1/2)` of square roots of the gaps. -/
def rootGap (d : n → ℝ) : Matrix n n ℝ := diagonal (fun a => √(d a))
```

This is $D^{1/2}$, with entries $\sqrt{d_a}$ on the diagonal.

```lean
/-- The Casida matrix `D^(1/2) (D + 2K) D^(1/2)`. -/
def casida (d : n → ℝ) (K : Matrix n n ℝ) : Matrix n n ℝ :=
  rootGap d * stiffness d K * rootGap d
```

The Casida matrix is $W=D^{1/2}(D+2K)D^{1/2}$.

```lean
/-- Positive gaps, a symmetric coupling, and a full orthonormal set of eigenvectors `F I`
of the Casida matrix with eigenvalues `(w I)^2`, where `w I > 0`. -/
structure IsModeSet (d : n → ℝ) (K : Matrix n n ℝ) (w : n → ℝ) (F : n → n → ℝ) : Prop where
  gap_pos : ∀ a, 0 < d a
  symm : K.IsSymm
  freq_pos : ∀ I, 0 < w I
  orth : ∀ I J, F I ⬝ᵥ F J = if I = J then 1 else 0
  eigen : ∀ I, casida d K *ᵥ F I = (w I) ^ 2 • F I
```

`IsModeSet` bundles the assumptions used below:

- `gap_pos`: $d_a>0$, so the empty orbital of each transition lies above the occupied one.
- `symm`: $K$ is symmetric.
- `freq_pos`: $w_I>0$, which stands for a stable reference state with no zero or imaginary frequencies.
- `orth`: $F_I\cdot F_J=\delta_{IJ}$.
- `eigen`: $WF_I=w_I^2F_I$.

The mode label $I$ runs over the same type `n` as $a$, so there are as many modes as transitions.

```lean
/-- The vector `U = D^(1/2) F / √w`. -/
def modeU (d : n → ℝ) (w : ℝ) (F : n → ℝ) : n → ℝ := fun a => √(d a) * F a / √w
```

For one mode, $U_a=\sqrt{d_a}\,F_a/\sqrt w$.

```lean
/-- The vector `V = √w D^(-1/2) F`. -/
def modeV (d : n → ℝ) (w : ℝ) (F : n → ℝ) : n → ℝ := fun a => √w * F a / √(d a)
```

Its partner is $V_a=\sqrt w\,F_a/\sqrt{d_a}$. In the usual language of excitation and de-excitation amplitudes, $U$ and $V$ are their sum and difference.

```lean
/-- The amplitude `x · D^(1/2) F` of a mode vector `F` for the one-electron moments `x`. -/
def amplitude (d F x : n → ℝ) : ℝ := x ⬝ᵥ (rootGap d *ᵥ F)
```

Let $x_a$ be the one-electron moment of transition $a$, meaning the matrix element of a real function of position, such as a component of the electric dipole, between its two orbitals. The amplitude of mode $I$ is $t_I(x)=x\cdot D^{1/2}F_I$. It is $\sqrt{w_I}$ times the usual transition moment $U_I\cdot x$.

```lean
/-- The oscillator strength without its constant prefactor, `(x · D^(1/2) F)^2`. -/
def strength (d F x : n → ℝ) : ℝ := amplitude d F x ^ 2
```

The strength is $f_I=t_I(x)^2$. The constant prefactor of the physical oscillator strength and the average over directions are left out.

```lean
/-- A positive definite Casida matrix has a full set of modes with positive frequencies. -/
theorem exists_modeSet (d : n → ℝ) (K : Matrix n n ℝ) (hd : ∀ a, 0 < d a)
    (hK : K.IsSymm) (hW : (casida d K).PosDef) : ∃ w F, IsModeSet d K w F := by
  refine ⟨fun I => √(hW.isHermitian.eigenvalues I),
    fun I => (hW.isHermitian.eigenvectorBasis I).ofLp, hd, hK,
    fun I => Real.sqrt_pos.mpr (hW.eigenvalues_pos I), fun I J => ?_, fun I => ?_⟩
  · have h := orthonormal_iff_ite.mp hW.isHermitian.eigenvectorBasis.orthonormal I J
    rw [EuclideanSpace.inner_eq_star_dotProduct, star_trivial, dotProduct_comm] at h
    exact h
  · rw [Real.sq_sqrt (hW.eigenvalues_pos I).le]
    exact hW.isHermitian.mulVec_eigenvectorBasis I
```

If the gaps are positive, $K$ is symmetric and $W$ is positive definite, a mode set exists. By the spectral theorem $W$ has an orthonormal eigenbasis with eigenvalues $\lambda_I>0$, and one sets $w_I=\sqrt{\lambda_I}$. The `refine` step supplies these $w$ and $F$. The two bullets then check orthonormality and the eigenvalue equation.

```lean
/-- With the coupling matrix given here, two transitions with gaps 1 and 4 have modes of frequency 1
and 2. -/
theorem modeSet_witness :
    IsModeSet ![1, 4] !![24/25, -9/25; -9/25, -87/50] ![1, 2]
      ![![3/5, 4/5], ![-4/5, 3/5]] := by
  have h4 : √(4 : ℝ) = 2 := by
    rw [show (4 : ℝ) = 2 ^ 2 by norm_num]
    exact Real.sqrt_sq (by norm_num)
  refine ⟨?_, ?_, ?_, ?_, ?_⟩
  · intro a; fin_cases a <;> simp
  · ext i j; fin_cases i <;> fin_cases j <;> simp
  · intro I; fin_cases I <;> simp
  · intro I J
    fin_cases I <;> fin_cases J <;> norm_num [dotProduct, Fin.sum_univ_succ]
  · intro I
    ext a
    fin_cases I <;> fin_cases a <;>
      norm_num [casida, rootGap, stiffness, Matrix.mulVec, dotProduct, Matrix.mul_apply,
        Fin.sum_univ_succ, Matrix.diagonal_apply, h4]
```

Here is a concrete coupled case. With gaps 1 and 4 and the given $K$,

$$W=\frac1{25}\begin{pmatrix}73&-36\\-36&52\end{pmatrix}.$$

The vectors $(3/5,4/5)$ and $(-4/5,3/5)$ are orthonormal eigenvectors with eigenvalues 1 and 4, hence frequencies 1 and 2. Lean goes through the components with `fin_cases` and does the arithmetic with `norm_num`.

## From one eigenvalue equation to two paired ones

```lean
/-- For positive gaps, an eigenvector of the Casida matrix with eigenvalue `w^2`, where `w > 0`,
gives a solution of the paired equations `(D + 2K) U = w V` and `D V = w U`, with `U · V = F · F`.
-/
theorem mode_equations (d : n → ℝ) (K : Matrix n n ℝ) (w : ℝ) (F : n → ℝ)
    (hd : ∀ a, 0 < d a) (hw : 0 < w) (hF : casida d K *ᵥ F = w ^ 2 • F) :
    stiffness d K *ᵥ modeU d w F = w • modeV d w F ∧
      diagonal d *ᵥ modeV d w F = w • modeU d w F ∧
      modeU d w F ⬝ᵥ modeV d w F = F ⬝ᵥ F := by
  have hs : w / √w = √w := Real.div_sqrt
  have e : ∀ v a, (rootGap d *ᵥ v) a = √(d a) * v a := fun v a => mulVec_diagonal _ _ _
  refine ⟨?_, ?_, ?_⟩
  · have hU : modeU d w F = (√w)⁻¹ • (rootGap d *ᵥ F) := by
      ext a
      rw [Pi.smul_apply, smul_eq_mul, e, modeU]
      ring
    ext a
    -- component of the eigenvalue equation, with the outer factor D^(1/2) split off
    have h := congrFun hF a
    rw [casida, Matrix.mul_assoc, ← Matrix.mulVec_mulVec, ← Matrix.mulVec_mulVec, e,
      Pi.smul_apply, smul_eq_mul, mul_comm] at h
    have hr : √(d a) ≠ 0 := (Real.sqrt_pos.mpr (hd a)).ne'
    rw [hU, Matrix.mulVec_smul, Pi.smul_apply, Pi.smul_apply, smul_eq_mul, smul_eq_mul,
      (eq_div_iff hr).mpr h, modeV]
    linear_combination (w * F a / √(d a)) * hs
  · ext a
    have hr : d a / √(d a) = √(d a) := Real.div_sqrt
    rw [mulVec_diagonal, Pi.smul_apply, smul_eq_mul, modeU, modeV]
    linear_combination (√w * F a) * hr - (√(d a) * F a) * hs
  · simp only [dotProduct, modeU, modeV]
    refine Finset.sum_congr rfl fun a _ => ?_
    have hr : √(d a) ≠ 0 := (Real.sqrt_pos.mpr (hd a)).ne'
    have hw0 : √w ≠ 0 := (Real.sqrt_pos.mpr hw).ne'
    rw [div_mul_div_comm, div_eq_iff (mul_ne_zero hw0 hr)]
    ring
```

The theorem says that $(D+2K)U=wV$, $DV=wU$ and $U\cdot V=F\cdot F$. Start from

$$D^{1/2}(D+2K)D^{1/2}F=w^2F.$$

Multiplying by $D^{-1/2}$ gives $(D+2K)D^{1/2}F=w^2D^{-1/2}F$. Dividing by $\sqrt w$ turns the left side into $(D+2K)U$ and the right side into $w^{3/2}D^{-1/2}F=wV$. For the second equation, $DV=\sqrt w\,D^{1/2}F=wU$. In $U\cdot V$ the factors $\sqrt{d_a}$ and $\sqrt w$ cancel term by term.

Lean works with component $a$. There `h` is the eigenvalue equation, `eq_div_iff` divides it by $\sqrt{d_a}$, and `hs` is the identity $w/\sqrt w=\sqrt w$.

```lean
variable {d : n → ℝ} {K : Matrix n n ℝ} {w : n → ℝ} {F : n → n → ℝ}

/-- The vectors `U I` and `V J` are biorthonormal. -/
theorem mode_biorthonormal (h : IsModeSet d K w F) (I J : n) :
    modeU d (w I) (F I) ⬝ᵥ modeV d (w J) (F J) = if I = J then 1 else 0 := by
  have hI : √(w I) ≠ 0 := (Real.sqrt_pos.mpr (h.freq_pos I)).ne'
  have key : modeU d (w I) (F I) ⬝ᵥ modeV d (w J) (F J)
      = √(w J) / √(w I) * (F I ⬝ᵥ F J) := by
    simp only [dotProduct, Finset.mul_sum, modeU, modeV]
    refine Finset.sum_congr rfl fun a _ => ?_
    have hr : √(d a) ≠ 0 := (Real.sqrt_pos.mpr (h.gap_pos a)).ne'
    field_simp
  rw [key, h.orth]
  split_ifs with hIJ
  · subst hIJ
    rw [div_self hI, mul_one]
  · rw [mul_zero]
```

The two families are biorthonormal:

$$U_I\cdot V_J=\sqrt{w_J/w_I}\;F_I\cdot F_J=\delta_{IJ}.$$

The first equality is `key`. The proof then separates $I=J$, where the root is 1, from $I\ne J$, where the scalar product vanishes.

```lean
/-- The modes are complete: scalar products are sums over projections on `V I` and `U I`. -/
theorem mode_completeness (h : IsModeSet d K w F) (u x : n → ℝ) :
    ∑ I, (modeV d (w I) (F I) ⬝ᵥ u) * (modeU d (w I) (F I) ⬝ᵥ x) = u ⬝ᵥ x := by
  let P : Matrix n n ℝ := Matrix.of fun I => modeU d (w I) (F I)
  let Q : Matrix n n ℝ := Matrix.of fun I => modeV d (w I) (F I)
  have hPQ : P * Qᵀ = 1 := by
    ext I J
    rw [Matrix.one_apply]
    exact mode_biorthonormal h I J
  -- a one-sided inverse of a square matrix is two-sided
  have hQP : Qᵀ * P = 1 := mul_eq_one_comm.mp hPQ
  have hux : u ⬝ᵥ x = (Q *ᵥ u) ⬝ᵥ (P *ᵥ x) := by
    rw [← Matrix.vecMul_transpose, ← Matrix.dotProduct_mulVec, Matrix.mulVec_mulVec, hQP,
      Matrix.one_mulVec]
  rw [hux]
  rfl
```

Completeness means that, for all vectors $u$ and $x$,

$$\sum_I (V_I\cdot u)(U_I\cdot x)=u\cdot x.$$

Put the $U_I$ into the rows of a matrix $P$ and the $V_I$ into the rows of $Q$. Biorthonormality reads $PQ^T=1$. Both matrices are square, so $Q^TP=1$ as well, which is the step `mul_eq_one_comm`. Hence $u\cdot x=u\cdot Q^TPx=(Qu)\cdot(Px)$, and this is the sum above.

```lean
omit [DecidableEq n] in
/-- A real symmetric matrix can be moved from one side of a scalar product to the other. -/
theorem symm_dot {M : Matrix n n ℝ} (hM : M.IsSymm) (a b : n → ℝ) :
    (M *ᵥ a) ⬝ᵥ b = a ⬝ᵥ (M *ᵥ b) := by
  rw [Matrix.dotProduct_mulVec, ← Matrix.mulVec_transpose, hM.eq]
```

For symmetric $M$, $(Ma)\cdot b=a\cdot(Mb)$, because $M^T=M$.

```lean
/-- The product of the amplitudes `x · D^(1/2) F` and `y · D^(1/2) F` is `w (U · x) (U · y)`. -/
theorem amplitude_mul (d F x y : n → ℝ) {w : ℝ} (hw : 0 < w) :
    amplitude d F x * amplitude d F y
      = w * (modeU d w F ⬝ᵥ x) * (modeU d w F ⬝ᵥ y) := by
  have hs : √w ≠ 0 := (Real.sqrt_pos.mpr hw).ne'
  have key : ∀ z, amplitude d F z = √w * (modeU d w F ⬝ᵥ z) := by
    intro z
    simp only [amplitude, rootGap, dotProduct, mulVec_diagonal, modeU, Finset.mul_sum]
    refine Finset.sum_congr rfl fun a _ => ?_
    field_simp
  rw [key, key]
  linear_combination (modeU d w F ⬝ᵥ x) * (modeU d w F ⬝ᵥ y) * Real.mul_self_sqrt hw.le
```

Let $w>0$. Since $D^{1/2}F=\sqrt w\,U$, each amplitude is $t(x)=\sqrt w\,(U\cdot x)$. Therefore $t(x)t(y)=w(U\cdot x)(U\cdot y)$ for any two moment vectors $x$ and $y$.

## A total without the coupling

```lean
/-- The products of the amplitudes `x · D^(1/2) F I` and `y · D^(1/2) F I` sum to `x · D y`. -/
theorem amplitude_sum_rule (h : IsModeSet d K w F) (x y : n → ℝ) :
    ∑ I, amplitude d (F I) x * amplitude d (F I) y = x ⬝ᵥ (diagonal d *ᵥ y) := by
  have hD : (diagonal d).IsSymm := Matrix.isSymm_diagonal d
  rw [← symm_dot hD, ← mode_completeness h]
  refine Finset.sum_congr rfl fun I _ => ?_
  rw [amplitude_mul d (F I) x y (h.freq_pos I), ← symm_dot hD,
    (mode_equations d K (w I) (F I) h.gap_pos (h.freq_pos I) (h.eigen I)).2.1,
    smul_dotProduct, smul_eq_mul]
```

The sum rule is $\sum_I t_I(x)t_I(y)=x\cdot Dy$. Use the product formula, then $w_IU_I=DV_I$, then the symmetry of $D$, and finally completeness:

$$\sum_I w_I(U_I\cdot x)(U_I\cdot y)=\sum_I(V_I\cdot Dx)(U_I\cdot y)=Dx\cdot y=x\cdot Dy.$$

The Lean proof rewrites the right side into the sum over modes and compares the terms one by one. Only the second paired equation enters, and it does not contain $K$. The coupling can change the individual frequencies and strengths, but not this total. The value belongs to the chosen set of transitions; equating it with an electron number, as in the Thomas–Reiche–Kuhn rule, would need further assumptions about the orbitals and the Hamiltonian.

## Response to a source

```lean
/-- If a source `x` drives the paired equations at a frequency `ω` off resonance, the response
`u` measured by `y` is a sum over modes with denominators `w^2 - ω^2`. -/
theorem driven_response (h : IsModeSet d K w F) (ω : ℝ) (hω : ∀ I, w I ^ 2 ≠ ω ^ 2)
    (u v x y : n → ℝ) (h1 : stiffness d K *ᵥ u = ω • v + x)
    (h2 : diagonal d *ᵥ v = ω • u) :
    u ⬝ᵥ y = ∑ I, amplitude d (F I) x * amplitude d (F I) y / (w I ^ 2 - ω ^ 2) := by
  have hS : (stiffness d K).IsSymm := (Matrix.isSymm_diagonal d).add (h.symm.smul 2)
  rw [← mode_completeness h]
  refine Finset.sum_congr rfl fun I _ => ?_
  obtain ⟨m1, m2, _⟩ := mode_equations d K (w I) (F I) h.gap_pos (h.freq_pos I) (h.eigen I)
  -- project the two driven equations on U and V
  have A := symm_dot hS (modeU d (w I) (F I)) u
  rw [m1, h1, smul_dotProduct, dotProduct_add, dotProduct_smul, smul_eq_mul,
    smul_eq_mul] at A
  have B := symm_dot (Matrix.isSymm_diagonal d) (modeV d (w I) (F I)) v
  rw [m2, h2, smul_dotProduct, dotProduct_smul, smul_eq_mul, smul_eq_mul] at B
  rw [amplitude_mul d (F I) x y (h.freq_pos I), eq_div_iff (sub_ne_zero.mpr (hω I))]
  linear_combination (modeU d (w I) (F I) ⬝ᵥ y) * (w I * A + ω * B)
```

Let a source $x$ drive the pair at a real frequency $\omega$:

$$(D+2K)u=\omega v+x,\qquad Dv=\omega u.$$

If $\omega^2\neq w_I^2$ for every $I$, the theorem gives

$$u\cdot y=\sum_I\frac{t_I(x)t_I(y)}{w_I^2-\omega^2}.$$

There is no damping, and a solution $(u,v)$ is taken as given.

Project the first equation on $U_I$ and the second on $V_I$, and move the symmetric matrices onto the modes:

$$w_I\,V_I\cdot u=\omega\,U_I\cdot v+U_I\cdot x,\qquad w_I\,U_I\cdot v=\omega\,V_I\cdot u.$$

These are `A` and `B` in the code. Multiply the first by $w_I$ and insert the second:

$$(w_I^2-\omega^2)\,V_I\cdot u=w_I\,U_I\cdot x.$$

Multiply by $U_I\cdot y$, divide by $w_I^2-\omega^2$ and sum over $I$. Completeness turns the left side into $u\cdot y$, and the product formula turns the right side into amplitudes. The elimination is the final `linear_combination`, with weights $w_I$ for `A` and $\omega$ for `B`.

## The two moments of the strengths

```lean
/-- The strengths `(x · D^(1/2) F I)^2` sum to `x · D x`; the matrix `D + 2K` is invertible, and the
strengths divided by the squared frequencies sum to `x · (D + 2K)⁻¹ x`. -/
theorem strength_moments (h : IsModeSet d K w F) (x : n → ℝ) :
    ∑ I, strength d (F I) x = x ⬝ᵥ (diagonal d *ᵥ x) ∧
      IsUnit (stiffness d K) ∧
      ∑ I, strength d (F I) x / w I ^ 2 = x ⬝ᵥ ((stiffness d K)⁻¹ *ᵥ x) := by
  have static : ∀ u z y : n → ℝ, stiffness d K *ᵥ u = z →
      u ⬝ᵥ y = ∑ I, amplitude d (F I) z * amplitude d (F I) y / w I ^ 2 := by
    intro u z y hu
    have hr := driven_response h 0
      (fun I h0 => (pow_pos (h.freq_pos I) 2).ne' (h0.trans (zero_pow two_ne_zero)))
      u 0 z y (by simpa using hu) (by simp)
    simpa using hr
  -- without a source there is no static response, so D + 2K is injective
  have hunit : IsUnit (stiffness d K) := by
    rw [← Matrix.mulVec_injective_iff_isUnit]
    intro a b hab
    have h0 : stiffness d K *ᵥ (a - b) = 0 := by
      rw [Matrix.mulVec_sub]
      exact sub_eq_zero.mpr hab
    have hz := static (a - b) 0 (a - b) h0
    simp only [amplitude, zero_dotProduct, zero_mul, zero_div, Finset.sum_const_zero] at hz
    exact sub_eq_zero.mp (dotProduct_self_eq_zero.mp hz)
  refine ⟨?_, hunit, ?_⟩
  · simp only [strength, pow_two]
    exact amplitude_sum_rule h x x
  · have hinv : stiffness d K *ᵥ ((stiffness d K)⁻¹ *ᵥ x) = x := by
      rw [Matrix.mulVec_mulVec,
        Matrix.mul_nonsing_inv _ ((Matrix.isUnit_iff_isUnit_det _).mp hunit),
        Matrix.one_mulVec]
    rw [dotProduct_comm, static _ x x hinv]
    refine Finset.sum_congr rfl fun I _ => ?_
    rw [strength, pow_two (amplitude d (F I) x)]

end

end CasidaTransitionMoments
```

The last theorem has three parts, joined by `∧`:

$$\sum_I f_I=x\cdot Dx,\qquad D+2K\ \text{is invertible},\qquad \sum_I\frac{f_I}{w_I^2}=x\cdot(D+2K)^{-1}x.$$

The first part is the sum rule with $y=x$.

For the other two, set $\omega=0$ and $v=0$ in the driven response. This is the auxiliary statement `static`: if $(D+2K)u=z$, then

$$u\cdot y=\sum_I\frac{t_I(z)t_I(y)}{w_I^2}.$$

With $z=0$ and $y=u$ it gives $u\cdot u=0$, so $u=0$. Thus $D+2K$ is injective, and a square injective matrix is invertible. In Lean, $u$ is the difference `a - b` of two vectors with the same image, and `IsUnit` expresses invertibility. This makes the inverse in the third part a genuine one, since Lean also assigns a value to the inverse of a singular matrix.

Finally take $u=(D+2K)^{-1}x$ and $z=y=x$. Then $u\cdot x$ equals the sum of $f_I/w_I^2$. If $x$ holds the dipole components along one direction, this is, up to a constant prefactor, the static polarisability along that direction within the chosen finite set of transitions.

```lean
#print axioms CasidaTransitionMoments.exists_modeSet
-- 'CasidaTransitionMoments.exists_modeSet' depends on axioms: [propext, Classical.choice, Quot.sound]
#print axioms CasidaTransitionMoments.strength_moments
-- 'CasidaTransitionMoments.strength_moments' depends on axioms: [propext, Classical.choice, Quot.sound]
```
